# The Seto grain-boundary barrier peaks at the critical doping Q/L

## Physical setting

To interpret mobility against doping in a polycrystalline semiconductor film, one assigns to each doping density N a grain-boundary barrier V(N) and multiplies a transport prefactor by the Boltzmann factor exp(−eV/(kT)), with e the elementary charge, k Boltzmann's constant and T the temperature. If the prefactor does not depend on N, a dip of the mobility is located at the maximum of V. In the Seto model that maximum lies at N = Q/L, where L is the grain size and Q the number of boundary traps per unit area, so the position of the dip and the grain size give Q.

The model is one-dimensional. Each boundary traps carriers and leaves a depleted layer of width w on either side (so w is the half-width of the whole depleted zone around the boundary), with charge density of magnitude eN. The two layers give up 2Nw carriers per unit area, at most Q, and a layer extends at most to the grain centre, so w ≤ L/2. Depletion is taken to proceed until one limit is met:

w(N) = min(L/2, Q/(2N))

Let x be the distance from the inner edge of the layer, where the field vanishes, towards the boundary at x = w. With permittivity ε, Gauss's law dE/dx = eN/ε gives the field magnitude E(x) = eNx/ε, and the barrier is the potential drop

V(N) = ∫₀^w eNx/ε dx.

In a calculation that adopts this model, eV is the barrier energy in the Boltzmann factor for crossing a boundary, within a picture of identical grains, abrupt depletion and a single trap density. In code the two regimes need no branch: evaluate w by the minimum above and then V = eNw²/(2ε).

## Statement

Let e, ε, L, Q > 0, and define the critical doping, the peak value and the activated factor by

N* = Q/L,  V* = eQL/(8ε),  A(N) = exp(−eV(N)/(kT)).

The theorem `seto_model` states, for k, T > 0, that V is continuous on N > 0, strictly increasing on (0, N*] and strictly decreasing on [N*, ∞); that V(N*) = V* and V(N) < V* for every other N > 0; and that A(N*) = exp(−eV*/(kT)) with A(N*) < A(N) for every other N > 0. Two further theorems give the scaling form for N > 0,

V(N) = V* · min(N/N*, N*/N),

and the limits V → 0 as N → 0⁺ and as N → ∞.

## Derivation

The function eNx²/(2ε) has derivative eNx/ε and vanishes at x = 0, so

V(N) = eNw²/(2ε).

For 0 < N ≤ N* we have NL ≤ Q. Dividing by 2N gives L/2 ≤ Q/(2N), so w = L/2, the grain is fully depleted, and

V = eN(L/2)²/(2ε) = eNL²/(8ε).

For N ≥ N* we have N > 0 and Q ≤ NL, so Q/(2N) ≤ L/2 and w = Q/(2N). The traps are full, and

V = eN · Q²/(4N²) / (2ε) = eQ²/(8εN).

At N = Q/L both expressions equal eQL/(8ε) = V*. For the scaling form, compute

V* · N/N* = eQL/(8ε) · NL/Q = eNL²/(8ε),

V* · N*/N = eQL/(8ε) · Q/(LN) = eQ²/(8εN).

Below N* one has N/N* ≤ 1 ≤ N*/N and above it the reverse, so the minimum selects the correct branch in each range.

On N > 0 the function Q/(2N) is continuous, the minimum of it and a constant is continuous, and so is eNw²/(2ε). For 0 < a < b ≤ N*,

V(b) − V(a) = eL²(b − a)/(8ε) > 0,

and for N* ≤ a < b the denominators obey 0 < 8εa < 8εb, so V(b) < V(a). Both intervals contain N*, hence any positive N ≠ N* lies on one side and has V(N) < V(N*) = V*. Multiplying by e/(kT) > 0 and changing sign gives

−eV*/(kT) < −eV(N)/(kT),

and the strictly increasing exponential gives A(N*) < A(N). The limits follow from the branches, since V is linear in N near zero and proportional to 1/N for large N.

The last step uses only that V ↦ exp(−eV/(kT)) is strictly decreasing. The same argument places the strict minimum of f(V(N)) at N* for any strictly decreasing f, for instance A times a positive N-independent prefactor; that generalisation is not among the theorems in the file.

## What the formal version assumes

A `Grain` bundles the real numbers `e`, `eps`, `L`, `Q` with their positivity. The definitions `halfWidth`, `efield`, `barrier`, `critical`, `peak` and `activation` are w, E, V, N*, V* and A. The barrier is defined as the integral, so its closed forms are theorems. It is a potential, and the energy in the exponent is `g.e * barrier g N`. The intervals `Ioi 0`, `Ioc 0 (critical g)` and `Ici (critical g)` are (0, ∞), (0, N*] and [N*, ∞).

The expressions for w and E are definitions: trap filling, the abrupt-depletion approximation and Gauss's law are inputs, not derived. There is no trap energy level or Fermi-level-dependent occupancy, all dopants count as ionised, Q and ε do not depend on N or T, and there is one grain size. The Seto description of conduction goes on to a thermionic current and a mean carrier density, neither of which is defined in the file. The minimum proved is that of A, and a conductivity also carries an N-dependent carrier density that can shift or remove it.

In Lean 4 with Mathlib:

```lean
import Mathlib

open Set Filter Topology

namespace SetoBarrier

noncomputable section

/-- A grain of a polycrystalline semiconductor: elementary charge `e`, permittivity `eps`,
grain size `L` and areal density `Q` of grain-boundary traps, all positive. -/
structure Grain where
  e : ℝ
  eps : ℝ
  L : ℝ
  Q : ℝ
  e_pos : 0 < e
  eps_pos : 0 < eps
  L_pos : 0 < L
  Q_pos : 0 < Q

variable (g : Grain)

/-- Depletion half-width `w = min (L/2, Q/(2N))` at doping density `N`. -/
def halfWidth (N : ℝ) : ℝ := min (g.L / 2) (g.Q / (2 * N))

/-- Field magnitude `e N x / eps` at distance `x` from the inner edge of the space-charge layer, where the field vanishes. -/
def efield (N x : ℝ) : ℝ := g.e * N * x / g.eps

/-- Barrier height `V(N)`: the field integrated over the depleted layer `[0, w]`. -/
def barrier (N : ℝ) : ℝ := ∫ x in (0 : ℝ)..halfWidth g N, efield g N x

/-- Critical doping `N* = Q / L`. -/
def critical : ℝ := g.Q / g.L

/-- The potential `V* = e Q L / (8 eps)`. -/
def peak : ℝ := g.e * g.Q * g.L / (8 * g.eps)

/-- Activated factor `exp (-e V(N) / (k T))`. -/
def activation (k T N : ℝ) : ℝ := Real.exp (-(g.e * barrier g N) / (k * T))

/-- The barrier equals `e N w² / (2 eps)`. -/
theorem barrier_eq (N : ℝ) :
    barrier g N = g.e * N * halfWidth g N ^ 2 / (2 * g.eps) := by
  -- the potential `e N x² / (2 eps)` is an antiderivative of the field
  have hd : ∀ x : ℝ, HasDerivAt (fun y : ℝ => g.e * N / (2 * g.eps) * (y * y))
      (efield g N x) x := fun x =>
    (((hasDerivAt_id' x).fun_mul (hasDerivAt_id' x)).const_mul
      (g.e * N / (2 * g.eps))).congr_deriv (by unfold efield; ring)
  have hcont : Continuous (efield g N) := by
    show Continuous (fun x : ℝ => g.e * N * x / g.eps)
    fun_prop
  have key : barrier g N = g.e * N / (2 * g.eps) * (halfWidth g N * halfWidth g N)
      - g.e * N / (2 * g.eps) * (0 * 0) :=
    intervalIntegral.integral_eq_sub_of_hasDerivAt (fun x _ => hd x)
      (hcont.intervalIntegrable _ _)
  rw [key]
  ring

/-- Fully depleted grain: for `0 < N ≤ N*` the half-width is `L/2` and
`V = e N L² / (8 eps)`. -/
theorem barrier_low {N : ℝ} (hN : 0 < N) (h : N ≤ critical g) :
    halfWidth g N = g.L / 2 ∧ barrier g N = g.e * N * g.L ^ 2 / (8 * g.eps) := by
  have h1 : N * g.L ≤ g.Q := (le_div_iff₀ g.L_pos).1 h
  have hw : halfWidth g N = g.L / 2 := by
    apply min_eq_left
    rw [le_div_iff₀ (by positivity)]
    nlinarith
  refine ⟨hw, ?_⟩
  rw [barrier_eq, hw]
  ring

/-- High-doping branch: for `N ≥ N*` the half-width is `Q/(2N)` and
`V = e Q² / (8 eps N)`. -/
theorem barrier_high {N : ℝ} (h : critical g ≤ N) :
    halfWidth g N = g.Q / (2 * N) ∧ barrier g N = g.e * g.Q ^ 2 / (8 * g.eps * N) := by
  have hN : 0 < N := lt_of_lt_of_le (div_pos g.Q_pos g.L_pos) h
  have he := g.eps_pos
  have h1 : g.Q ≤ N * g.L := (div_le_iff₀ g.L_pos).1 h
  have hw : halfWidth g N = g.Q / (2 * N) := by
    apply min_eq_right
    rw [div_le_iff₀ (by positivity)]
    nlinarith
  refine ⟨hw, ?_⟩
  rw [barrier_eq, hw]
  field_simp
  ring

/-- Scaling form: for every positive doping `V(N) = V* · min (N/N*, N*/N)`. -/
theorem barrier_scaling {N : ℝ} (hN : 0 < N) :
    barrier g N = peak g * min (N / critical g) (critical g / N) := by
  have hc : 0 < critical g := div_pos g.Q_pos g.L_pos
  have he := g.eps_pos
  have hL := g.L_pos
  have hQ := g.Q_pos
  rcases le_total N (critical g) with h | h
  · have h1 : N / critical g ≤ critical g / N :=
      le_trans ((div_le_one hc).2 h) ((one_le_div hN).2 h)
    rw [(barrier_low g hN h).2, min_eq_left h1]
    unfold peak critical
    field_simp
  · have h1 : critical g / N ≤ N / critical g :=
      le_trans ((div_le_one hN).2 h) ((one_le_div hc).2 h)
    rw [(barrier_high g h).2, min_eq_right h1]
    unfold peak critical
    field_simp

/-- The barrier is a continuous function of the doping on `N > 0`. -/
theorem barrier_continuousOn : ContinuousOn (barrier g) (Ioi 0) := by
  -- the half-width is a minimum of two continuous functions
  have hw : ContinuousOn (halfWidth g) (Ioi 0) := by
    intro N hN
    have hN' : 0 < N := hN
    have hne : 2 * N ≠ 0 := by positivity
    have h2 : ContinuousAt (fun M : ℝ => g.Q / (2 * M)) N := by
      fun_prop (disch := exact hne)
    have h3 : Tendsto (fun M : ℝ => min (g.L / 2) (g.Q / (2 * M))) (𝓝 N)
        (𝓝 (min (g.L / 2) (g.Q / (2 * N)))) := tendsto_const_nhds.min h2.tendsto
    exact ContinuousAt.continuousWithinAt h3
  have hb : barrier g = fun N => g.e * N * halfWidth g N ^ 2 / (2 * g.eps) :=
    funext (barrier_eq g)
  rw [hb]
  apply ContinuousOn.div_const
  fun_prop

/-- The barrier is strictly increasing in the doping on `(0, N*]`. -/
theorem barrier_strictMonoOn : StrictMonoOn (barrier g) (Ioc 0 (critical g)) := by
  intro a ha b hb hab
  have he := g.eps_pos
  have hp : 0 < g.e * g.L ^ 2 * (b - a) :=
    mul_pos (mul_pos g.e_pos (pow_pos g.L_pos 2)) (sub_pos.2 hab)
  rw [(barrier_low g ha.1 ha.2).2, (barrier_low g hb.1 hb.2).2]
  exact div_lt_div_of_pos_right (by nlinarith) (by positivity)

/-- The barrier is strictly decreasing in the doping on `[N*, ∞)`. -/
theorem barrier_strictAntiOn : StrictAntiOn (barrier g) (Ici (critical g)) := by
  intro a ha b hb hab
  have he := g.eps_pos
  have ha0 : 0 < a := lt_of_lt_of_le (div_pos g.Q_pos g.L_pos) ha
  rw [(barrier_high g ha).2, (barrier_high g hb).2]
  exact div_lt_div_of_pos_left (mul_pos g.e_pos (pow_pos g.Q_pos 2)) (by positivity)
    (mul_lt_mul_of_pos_left hab (by positivity))

/-- The barrier tends to zero both as `N → 0⁺` and as `N → ∞`. -/
theorem barrier_limits :
    Tendsto (barrier g) (𝓝[>] 0) (𝓝 0) ∧ Tendsto (barrier g) atTop (𝓝 0) := by
  have hc : 0 < critical g := div_pos g.Q_pos g.L_pos
  have he := g.eps_pos
  constructor
  · have h0 : Continuous (fun N : ℝ => g.e * N * g.L ^ 2 / (8 * g.eps)) := by fun_prop
    have h1 := (h0.tendsto' 0 0 (by simp)).mono_left (nhdsWithin_le_nhds (s := Ioi 0))
    refine h1.congr' ?_
    filter_upwards [Ioc_mem_nhdsGT hc] with N hN
    exact (barrier_low g hN.1 hN.2).2.symm
  · have h0 : Tendsto (fun N : ℝ => 8 * g.eps * N) atTop atTop :=
      tendsto_id.const_mul_atTop (by positivity)
    have h1 : Tendsto (fun N : ℝ => g.e * g.Q ^ 2 / (8 * g.eps * N)) atTop (𝓝 0) :=
      tendsto_const_nhds.div_atTop h0
    refine h1.congr' ?_
    filter_upwards [eventually_ge_atTop (critical g)] with N hN
    exact (barrier_high g hN).2.symm

/-- The barrier equals `V* = e Q L / (8 eps)` at `N* = Q/L` and is strictly smaller at every
other positive doping. -/
theorem barrier_max :
    barrier g (critical g) = peak g ∧
      ∀ N, 0 < N → N ≠ critical g → barrier g N < peak g := by
  have hc : 0 < critical g := div_pos g.Q_pos g.L_pos
  have hv : barrier g (critical g) = peak g := by
    rw [barrier_scaling g hc, div_self hc.ne', min_self, mul_one]
  refine ⟨hv, fun N hN hne => ?_⟩
  rw [← hv]
  rcases lt_or_gt_of_ne hne with h | h
  · exact barrier_strictMonoOn g ⟨hN, h.le⟩ ⟨hc, le_rfl⟩ h
  · exact barrier_strictAntiOn g (mem_Ici.2 le_rfl) (mem_Ici.2 h.le) h

/-- Seto model: the barrier is continuous for `N > 0`, rises strictly up to `N*`, falls strictly
beyond, and has the strict maximum `V*` at `N*`. For `k, T > 0` the activated factor at `N*` is
`exp (-e V*/(k T))` and lies strictly below its value at every other positive doping. -/
theorem seto_model {k T : ℝ} (hk : 0 < k) (hT : 0 < T) :
    ContinuousOn (barrier g) (Ioi 0) ∧
      StrictMonoOn (barrier g) (Ioc 0 (critical g)) ∧
      StrictAntiOn (barrier g) (Ici (critical g)) ∧
      barrier g (critical g) = peak g ∧
      (∀ N, 0 < N → N ≠ critical g → barrier g N < peak g) ∧
      activation g k T (critical g) = Real.exp (-(g.e * peak g) / (k * T)) ∧
      ∀ N, 0 < N → N ≠ critical g → activation g k T (critical g) < activation g k T N := by
  obtain ⟨hv, hlt⟩ := barrier_max g
  refine ⟨barrier_continuousOn g, barrier_strictMonoOn g, barrier_strictAntiOn g, hv, hlt,
    by rw [activation, hv], fun N hN hne => ?_⟩
  -- a lower barrier gives a larger Boltzmann exponent
  have h1 : g.e * barrier g N < g.e * peak g :=
    mul_lt_mul_of_pos_left (hlt N hN hne) g.e_pos
  unfold activation
  rw [hv]
  exact Real.exp_lt_exp.2 (div_lt_div_of_pos_right (by linarith) (mul_pos hk hT))

end

end SetoBarrier
```

```lean
#print axioms SetoBarrier.barrier_limits
-- 'SetoBarrier.barrier_limits' depends on axioms: [propext, Classical.choice, Quot.sound]
#print axioms SetoBarrier.seto_model
-- 'SetoBarrier.seto_model' depends on axioms: [propext, Classical.choice, Quot.sound]
```

## Notes on the proof

`barrier_eq` is the integration. The fact `hd` exhibits eN/(2ε) · y · y as an antiderivative of `efield g N` by the product rule, `hcont` gives integrability, and `intervalIntegral.integral_eq_sub_of_hasDerivAt` evaluates the integral as the difference of endpoint values.

`barrier_low` and `barrier_high` turn the comparison with N* into NL ≤ Q or Q ≤ NL (`h1`), select the branch with `min_eq_left` or `min_eq_right`, and substitute into `barrier_eq`. `barrier_scaling` splits with `le_total` and chains the two ratios through 1, as in the derivation.

`barrier_continuousOn` treats the half-width first, taking the minimum of a constant limit and the limit of Q/(2N), and then rewrites V as the closed form. In `barrier_strictMonoOn`, `hp` is the positivity of eL²(b − a), which `nlinarith` uses to order the numerators over the common denominator 8ε. `barrier_strictAntiOn` orders the denominators under the common numerator eQ² with `div_lt_div_of_pos_left`.

`barrier_max` reads V(N*) = V* from the scaling form, where both ratios equal 1, and applies the appropriate monotonicity on each side; continuity is not used there. `seto_model` collects these results and finishes with `Real.exp_lt_exp`, after `h1` has multiplied V(N) < V* by e.

`barrier_limits` uses a pattern that suits a piecewise function given by a single formula close enough to the limit point, or far enough out for a limit at infinity. One proves the limit for the simple formula valid in the asymptotic region and transfers it with `h1.congr'`, which needs the two functions to agree only eventually along the filter. The tactic `filter_upwards` reduces this to a pointwise equality on a set known to belong to the filter: (0, N*] through `Ioc_mem_nhdsGT hc` for N → 0⁺, and N ≥ N* through `eventually_ge_atTop` for N → ∞.
